# A finite-dimensional bipartite pure state is entangled exactly when some pair of local observables is correlated

Take two qubits in the state

ψ = a|00⟩ + b|11⟩, with |a|² + |b|² = 1.

The operator |0⟩⟨1| ⊗ |0⟩⟨1| sends ψ to b|00⟩, so its expectation value is conj(a) b. Acting on the first qubit alone, |0⟩⟨1| ⊗ 1 sends ψ to b|01⟩, which is orthogonal to ψ. Acting on the second alone, 1 ⊗ |0⟩⟨1| sends ψ to b|10⟩, which is also orthogonal to ψ. The joint average minus the product of the local averages is therefore conj(a) b. It vanishes only if a = 0 or b = 0, and then ψ is a product state.

Operators of the form |i⟩⟨k| read off products of amplitudes. In any finite dimension this is enough to recover the two factors of a state whose averages factorise.

## Factorised averages determine the two factors

Let ψ be a unit vector in C^m ⊗ C^n with amplitudes ψ(k,l), and write ⟨M⟩ = ⟨ψ, Mψ⟩. For matrices A on the first system and B on the second, the connected correlation is

C(A,B) = ⟨A⊗B⟩ − ⟨A⊗1⟩⟨1⊗B⟩.

The claim is that C(A,B) = 0 for all A and B if and only if ψ = u⊗v for some vectors u and v.

Suppose first that ψ = u⊗v. Each operator acts on its own factor, and overlaps of product vectors multiply, so

⟨A⊗B⟩ = ⟨u,Au⟩⟨v,Bv⟩,

⟨A⊗1⟩⟨1⊗B⟩ = ⟨u,Au⟩⟨v,v⟩ · ⟨u,u⟩⟨v,Bv⟩.

Normalisation of ψ says ⟨u,u⟩⟨v,v⟩ = 1, so the two expressions agree. The factors need not be unit vectors themselves. Dividing each by its norm leaves the product unchanged, because the two norms multiply to one.

Conversely, suppose that all correlations vanish. Since ψ is not zero, some amplitude ψ(i,j) is nonzero. Fix this i and j. The operator |i⟩⟨k| ⊗ |j⟩⟨l| moves the amplitude at (k,l) to position (i,j) and removes everything else, so

⟨|i⟩⟨k| ⊗ |j⟩⟨l|⟩ = conj(ψ(i,j)) ψ(k,l).

By assumption the left side is also ⟨|i⟩⟨k| ⊗ 1⟩⟨1 ⊗ |j⟩⟨l|⟩. Dividing by conj(ψ(i,j)) gives ψ(k,l) = u(k) v(l), with

u(k) = ⟨|i⟩⟨k| ⊗ 1⟩ / conj(ψ(i,j)),

v(l) = ⟨1 ⊗ |j⟩⟨l|⟩.

## Hermitian observables suffice

The matrices |i⟩⟨k| with i ≠ k are not observables. Every matrix, however, splits as A = H + iK with

H = (A + A†)/2 and K = −(i/2)(A − A†),

both Hermitian; here i is the imaginary unit, not a basis index. The correlation C is linear in each argument, so with B = H′ + iK′

C(A,B) = C(H,H′) + i C(H,K′) + i C(K,H′) − C(K,K′).

If C vanishes on all Hermitian pairs, it vanishes on all pairs, and ψ is a product vector. An entangled ψ must therefore have a Hermitian pair with C ≠ 0.

For the two-qubit state above, the pair σz, σz is such a witness when a and b are both nonzero. Here ⟨σz⊗σz⟩ = |a|² + |b|² = 1, while both local averages equal |a|² − |b|². Hence

C(σz,σz) = (|a|² + |b|²)² − (|a|² − |b|²)² = 4|a|²|b|².

The pair σz, σx shows nothing: σx flips the second qubit, so both ⟨σz⊗σx⟩ and ⟨1⊗σx⟩ vanish. A single uncorrelated pair of observables does not establish that a state is a product.

For a pure state of a finite spin chain cut into two blocks, the result says that the state factorises across the cut, with bond dimension one, exactly when all operators on one block are uncorrelated with all operators on the other.

## Amplitudes and averages in Lean

The types `m` and `n` label the basis states of the two systems, and `ι` labels those of a generic single system. All three are finite.

```lean
import Mathlib

open Matrix
open scoped Kronecker

namespace BipartiteCorrelation

noncomputable section

variable {ι m n : Type*} [Fintype ι] [Fintype m] [Fintype n]
  [DecidableEq ι] [DecidableEq m] [DecidableEq n]
```

An expectation value is the conjugated vector dotted with the transformed vector. The definition does not divide by ⟨ψ,ψ⟩, so it is the physical average only for a unit vector.

```lean
/-- The expectation value `⟨ψ, M ψ⟩` of an operator `M` in the vector `ψ`. -/
def expect (ψ : ι → ℂ) (M : Matrix ι ι ℂ) : ℂ := star ψ ⬝ᵥ (M *ᵥ ψ)
```

A bipartite vector is a function on pairs, `m × n → ℂ`, and the value at (k,l) is the amplitude ψ(k,l). A product vector has amplitudes u(k)v(l).

```lean
/-- The product vector `u ⊗ v` of a bipartite system. -/
def productState (u : m → ℂ) (v : n → ℂ) : m × n → ℂ := fun p => u p.1 * v p.2
```

The tensor product of operators is the Kronecker product `⊗ₖ`, and `connected` is C(A,B) as defined above. Its arguments are arbitrary complex matrices; where Hermiticity is needed, it is stated separately.

```lean
/-- The connected correlation `⟨A ⊗ B⟩ - ⟨A ⊗ 1⟩⟨1 ⊗ B⟩` of two local operators. -/
def connected (ψ : m × n → ℂ) (A : Matrix m m ℂ) (B : Matrix n n ℂ) : ℂ :=
  expect ψ (A ⊗ₖ B) - expect ψ (A ⊗ₖ (1 : Matrix n n ℂ)) * expect ψ ((1 : Matrix m m ℂ) ⊗ₖ B)
```

## Product vectors have factorised averages

The overlap of two product vectors is a double sum that separates into a product of two sums. The proof expands both sides and compares them term by term.

```lean
omit [DecidableEq m] [DecidableEq n] in
/-- The overlap of two product vectors is the product of the local overlaps. -/
theorem overlap_productState (u x : m → ℂ) (v y : n → ℂ) :
    star (productState u v) ⬝ᵥ productState x y = (star u ⬝ᵥ x) * (star v ⬝ᵥ y) := by
  simp only [dotProduct, productState, Pi.star_apply, Fintype.sum_prod_type,
    Finset.sum_mul_sum, star_mul']
  refine Finset.sum_congr rfl fun i _ => Finset.sum_congr rfl fun j _ => ?_
  ring
```

For the average of A⊗B, the intermediate equation `h` states that (A⊗B)(u⊗v) = Au ⊗ Bv. The overlap lemma then gives the result. No normalisation is assumed, so the right side contains the unnormalised quantities ⟨u,Au⟩ and ⟨v,Bv⟩. When u⊗v is a unit vector, their product equals the product of the normalised averages ⟨u,Au⟩/⟨u,u⟩ and ⟨v,Bv⟩/⟨v,v⟩.

```lean
omit [DecidableEq m] [DecidableEq n] in
/-- In a product vector the expectation value of `A ⊗ B` is the product of the local ones. -/
theorem expect_productState (u : m → ℂ) (v : n → ℂ) (A : Matrix m m ℂ) (B : Matrix n n ℂ) :
    expect (productState u v) (A ⊗ₖ B) = expect u A * expect v B := by
  -- each factor of the operator acts on its own factor of the vector
  have h : (A ⊗ₖ B) *ᵥ productState u v = productState (A *ᵥ u) (B *ᵥ v) := by
    ext ⟨i, j⟩
    simp only [mulVec, dotProduct, productState, kroneckerMap_apply, Fintype.sum_prod_type,
      Finset.sum_mul_sum]
    refine Finset.sum_congr rfl fun k _ => Finset.sum_congr rfl fun l _ => ?_
    ring
  rw [expect, h, overlap_productState, expect, expect]
```

## Matrix units read off amplitudes

`Matrix.single i k 1` is |i⟩⟨k|. The equation `h` says that the operator turns ψ into a vector whose only possibly nonzero entry is ψ(k,l), at position (i,j). The case distinctions check the entry at an arbitrary position (a,b): it survives only if a = i and b = j. The overlap with ψ then supplies the factor conj(ψ(i,j)).

```lean
/-- The expectation value of `|i⟩⟨k| ⊗ |j⟩⟨l|` is the conjugate of the amplitude at `(i, j)`
times the amplitude at `(k, l)`. -/
theorem expect_matrixUnits (ψ : m × n → ℂ) (i k : m) (j l : n) :
    expect ψ (Matrix.single i k (1 : ℂ) ⊗ₖ Matrix.single j l (1 : ℂ))
      = star (ψ (i, j)) * ψ (k, l) := by
  have h : (Matrix.single i k (1 : ℂ) ⊗ₖ Matrix.single j l (1 : ℂ)) *ᵥ ψ
      = Pi.single (i, j) (ψ (k, l)) := by
    ext ⟨a, b⟩
    by_cases ha : i = a
    · by_cases hb : j = b
      · subst ha hb
        simp [mulVec, dotProduct, kroneckerMap_apply, Matrix.single_apply,
          Fintype.sum_prod_type]
      · have hb' : ¬ b = j := fun e => hb e.symm
        simp [mulVec, dotProduct, kroneckerMap_apply, Matrix.single_apply,
          hb, hb']
    · have ha' : ¬ a = i := fun e => ha e.symm
      simp [mulVec, dotProduct, kroneckerMap_apply, Matrix.single_apply,
        ha, ha']
  rw [expect, h, dotProduct_single, Pi.star_apply]
```

## The equivalence for all matrices

The hypothesis `hψ` is the normalisation ⟨ψ,ψ⟩ = 1. The left side of the equivalence quantifies over every pair of matrices, and the right side asks for some u and v, without requiring them to be unit vectors.

In the forward direction, the proof finds a nonzero amplitude, since otherwise ψ would be zero and could not have norm one. It then supplies the u and v of the derivation by hand. The equation `e` is the factorisation assumption applied to two matrix units, and cancelling conj(ψ(i,j)) finishes the argument. In the reverse direction, the three averages are computed with the product formula, and `linear_combination` uses ⟨u,u⟩⟨v,v⟩ = 1 to remove the leftover norms.

```lean
/-- A unit vector of a bipartite system is a product vector if and only if the expectation
values of all pairs of local operators factorise. -/
theorem factorises_iff_product (ψ : m × n → ℂ) (hψ : star ψ ⬝ᵥ ψ = 1) :
    (∀ (A : Matrix m m ℂ) (B : Matrix n n ℂ), expect ψ (A ⊗ₖ B)
      = expect ψ (A ⊗ₖ (1 : Matrix n n ℂ)) * expect ψ ((1 : Matrix m m ℂ) ⊗ₖ B))
    ↔ ∃ u v, ψ = productState u v := by
  constructor
  · intro h
    -- a unit vector has a nonzero amplitude
    obtain ⟨⟨i, j⟩, hij⟩ : ∃ p, ψ p ≠ 0 := by
      by_contra hc
      have h0 : ψ = 0 := funext fun p => by_contra fun hp => hc ⟨p, hp⟩
      simp [h0] at hψ
    have hs : star (ψ (i, j)) ≠ 0 := star_ne_zero.mpr hij
    refine ⟨fun k => (star (ψ (i, j)))⁻¹ *
        expect ψ (Matrix.single i k (1 : ℂ) ⊗ₖ (1 : Matrix n n ℂ)),
      fun l => expect ψ ((1 : Matrix m m ℂ) ⊗ₖ Matrix.single j l (1 : ℂ)), ?_⟩
    ext ⟨k, l⟩
    -- factorisation on matrix units separates the dependence on k and l
    have e := h (Matrix.single i k 1) (Matrix.single j l 1)
    rw [expect_matrixUnits] at e
    simp only [productState]
    rw [mul_assoc, ← e, inv_mul_cancel_left₀ hs]
  · rintro ⟨u, v, rfl⟩ A B
    rw [overlap_productState] at hψ
    have hu : expect u (1 : Matrix m m ℂ) = star u ⬝ᵥ u := by rw [expect, one_mulVec]
    have hv : expect v (1 : Matrix n n ℂ) = star v ⬝ᵥ v := by rw [expect, one_mulVec]
    rw [expect_productState, expect_productState, expect_productState, hu, hv]
    linear_combination (-(expect u A * expect v B)) * hψ
```

## From matrices to observables

The decomposition into Hermitian parts uses the H and K given earlier. The first two goals are their Hermiticity, and the third is the identity A = H + iK, which reduces entry by entry to i² = −1.

```lean
omit [Fintype ι] [DecidableEq ι] in
/-- Every operator is `H + i K` with `H` and `K` Hermitian. -/
theorem exists_hermitian_parts (A : Matrix ι ι ℂ) :
    ∃ H K : Matrix ι ι ℂ, H.IsHermitian ∧ K.IsHermitian ∧ A = H + Complex.I • K := by
  have h1 : star (1 / 2 : ℂ) = 1 / 2 := by simp
  have h2 : star (-(Complex.I / 2)) = Complex.I / 2 := by simp [neg_div]
  refine ⟨(1 / 2 : ℂ) • (A + Aᴴ), (-(Complex.I / 2)) • (A - Aᴴ), ?_, ?_, ?_⟩
  · rw [Matrix.IsHermitian, conjTranspose_smul, h1, conjTranspose_add,
      conjTranspose_conjTranspose, add_comm]
  · rw [Matrix.IsHermitian, conjTranspose_smul, h2, conjTranspose_sub,
      conjTranspose_conjTranspose]
    module
  · ext i j
    simp only [Matrix.add_apply, Matrix.sub_apply, Matrix.smul_apply, smul_eq_mul]
    linear_combination (1 / 2 * (A i j - Aᴴ i j)) * Complex.I_sq
```

Linearity of C is stated for combinations of the form A + cA′, in each slot separately. It follows from linearity of the expectation value, proved as `h`, and from distributing the Kronecker product over sums.

```lean
/-- The connected correlation is linear in each of the two local operators. -/
theorem connected_linear (ψ : m × n → ℂ) (c : ℂ) (A A' : Matrix m m ℂ) (B B' : Matrix n n ℂ) :
    connected ψ (A + c • A') B = connected ψ A B + c * connected ψ A' B ∧
    connected ψ A (B + c • B') = connected ψ A B + c * connected ψ A B' := by
  have h (M N : Matrix (m × n) (m × n) ℂ) :
      expect ψ (M + c • N) = expect ψ M + c * expect ψ N := by
    simp only [expect, add_mulVec, smul_mulVec, dotProduct_add, dotProduct_smul, smul_eq_mul]
  constructor
  · simp only [connected, add_kronecker, smul_kronecker, h]
    ring
  · simp only [connected, kronecker_add, kronecker_smul, h]
    ring
```

Entanglement is expressed as the absence of any product form for ψ. The theorem equates it with the existence of Hermitian A and B for which C(A,B) ≠ 0. If either system has only one basis state, every vector is a product and both sides are false.

For the forward direction, the proof assumes that no such pair exists, so that C vanishes on Hermitian pairs. It splits arbitrary A and B into their Hermitian parts, expands C into the four terms shown above, and sets each to zero. The preceding equivalence then produces a product form, contradicting entanglement. The reverse direction is immediate, since a product vector has no nonzero correlation.

```lean
/-- A unit vector is entangled if and only if some pair of Hermitian local observables has a
nonzero connected correlation. -/
theorem entangled_iff_correlated (ψ : m × n → ℂ) (hψ : star ψ ⬝ᵥ ψ = 1) :
    (¬ ∃ u v, ψ = productState u v) ↔ ∃ (A : Matrix m m ℂ) (B : Matrix n n ℂ),
      A.IsHermitian ∧ B.IsHermitian ∧ connected ψ A B ≠ 0 := by
  constructor
  · intro hent
    by_contra hc
    have h0 (A : Matrix m m ℂ) (B : Matrix n n ℂ) (hA : A.IsHermitian) (hB : B.IsHermitian) :
        connected ψ A B = 0 := by_contra fun h => hc ⟨A, B, hA, hB, h⟩
    refine hent ((factorises_iff_product ψ hψ).1 fun A B => sub_eq_zero.1 ?_)
    change connected ψ A B = 0
    -- split both operators into Hermitian parts
    obtain ⟨H, K, hH, hK, rfl⟩ := exists_hermitian_parts A
    obtain ⟨H', K', hH', hK', rfl⟩ := exists_hermitian_parts B
    rw [(connected_linear ψ _ H K _ 0).1, (connected_linear ψ _ H 0 H' K').2,
      (connected_linear ψ _ K 0 H' K').2, h0 H H' hH hH', h0 H K' hH hK',
      h0 K H' hK hH', h0 K K' hK hK']
    ring
  · rintro ⟨A, B, -, -, hAB⟩ hprod
    exact hAB (sub_eq_zero.2 ((factorises_iff_product ψ hψ).2 hprod A B))
```

The theorem guarantees that a correlated pair exists, but it neither names one for a given state nor bounds the size of the correlation. It concerns pure states of two distinguishable, finite-dimensional systems; the antisymmetrised space of identical electrons is a different setting.

## Two qubits with one correlated and one uncorrelated pair

The amplitudes of a|00⟩ + b|11⟩ are the entries of the diagonal matrix with a and b on its diagonal.

```lean
/-- The two-qubit vector `a |00⟩ + b |11⟩`. -/
def schmidtPair (a b : ℂ) : Fin 2 × Fin 2 → ℂ := fun p => !![a, 0; 0, b] p.1 p.2
```

In the last theorem, `star a * a` is |a|² written as a complex number. For σz, σz the three averages are computed by expanding the finite sums, and the normalisation `h` turns |a|² + |b|² into its square, as in the calculation by hand. For σz, σx the expansion gives zero directly.

```lean
/-- For normalised `a |00⟩ + b |11⟩` the connected correlation of the Pauli matrices `σz`, `σz`
is `4 |a|² |b|²`, while that of `σz`, `σx` vanishes. -/
theorem connected_schmidtPair (a b : ℂ) (h : star a * a + star b * b = 1) :
    connected (schmidtPair a b) !![1, 0; 0, -1] !![1, 0; 0, -1]
      = 4 * (star a * a) * (star b * b) ∧
    connected (schmidtPair a b) !![1, 0; 0, -1] !![0, 1; 1, 0] = 0 := by
  constructor
  · have hzz : expect (schmidtPair a b) (!![1, 0; 0, -1] ⊗ₖ !![1, 0; 0, -1])
        = star a * a + star b * b := by
      simp [expect, schmidtPair, dotProduct, mulVec, Fintype.sum_prod_type, Fin.sum_univ_two,
        kroneckerMap_apply]
    have hz1 : expect (schmidtPair a b) (!![1, 0; 0, -1] ⊗ₖ (1 : Matrix (Fin 2) (Fin 2) ℂ))
        = star a * a - star b * b := by
      simp [expect, schmidtPair, dotProduct, mulVec, Fintype.sum_prod_type, Fin.sum_univ_two,
        kroneckerMap_apply, sub_eq_add_neg]
    have h1z : expect (schmidtPair a b) ((1 : Matrix (Fin 2) (Fin 2) ℂ) ⊗ₖ !![1, 0; 0, -1])
        = star a * a - star b * b := by
      simp [expect, schmidtPair, dotProduct, mulVec, Fintype.sum_prod_type, Fin.sum_univ_two,
        kroneckerMap_apply, sub_eq_add_neg]
    rw [connected, hzz, hz1, h1z]
    linear_combination (-(star a * a + star b * b)) * h
  · simp [connected, expect, schmidtPair, dotProduct, mulVec, Fintype.sum_prod_type,
      Fin.sum_univ_two, kroneckerMap_apply]

end

end BipartiteCorrelation
```

```lean
#print axioms BipartiteCorrelation.entangled_iff_correlated
-- 'BipartiteCorrelation.entangled_iff_correlated' depends on axioms: [propext, Classical.choice, Quot.sound]
#print axioms BipartiteCorrelation.connected_schmidtPair
-- 'BipartiteCorrelation.connected_schmidtPair' depends on axioms: [propext, Classical.choice, Quot.sound]
```

## Amplitudes as a matrix, and the case of density matrices

The amplitudes could also have been modelled as an m × n matrix Ψ with entries ψ(k,l). The average would then be

⟨A⊗B⟩ = Tr(Ψ† A Ψ Bᵀ),

and a unit vector would be a product exactly when Ψ has rank one. This version brings the statement closer to the Schmidt decomposition and to matrix-product algorithms. The Kronecker product disappears from the definitions, but the operator on the composite system is then no longer visible as a single matrix.

The same use of matrix units gives a neighbouring result for a density matrix ρ with reduced density matrices ρ₁ and ρ₂. The averages Tr(ρ (|i⟩⟨k| ⊗ |j⟩⟨l|)) are precisely the entries of ρ, so the joint averages Tr(ρ (A⊗B)) factorise into Tr(ρ₁A) Tr(ρ₂B) for all A and B if and only if ρ = ρ₁ ⊗ ρ₂. For mixed states, however, a nonzero correlation no longer implies entanglement: the equal mixture of |00⟩ and |11⟩ is separable, yet its σz, σz correlation is 1.
